# Rotation formula for Hermite polynomials and the splitting of a Fock state between two modes

## Where do the quanta go when the coordinate is rotated?

If I put two quanta into the oscillator mode with coordinate \(cx+sy\), where \(c^2+s^2=1\), and multiply out its Hermite polynomial, I get \(c^2x^2+2cs\,xy+s^2y^2-1\). Read term by term, the \(-1\) looks like a vacuum component, although a lossless beam splitter neither creates nor destroys quanta. The monomials are evidently the wrong basis. With the probabilists' Hermite polynomials \(\mathrm{He}_n\), the right expansion should be

\[
\mathrm{He}_n(cx+sy)=\sum_{k=0}^{n}\binom nk c^k s^{n-k}\,\mathrm{He}_k(x)\,\mathrm{He}_{n-k}(y),
\]

in which every term carries exactly \(n\) quanta. I would like to see this derived rigorously and checked by machine, including the step to normalised wavefunctions. Is the condition \(c^2+s^2=1\) really needed?

## One state, written in two ways

Yes, it is needed: the formula holds for all \(n\), \(x\), \(y\) exactly when \(c^2+s^2=1\). The proof creates \(n\) quanta in the rotated mode and computes the resulting state twice.

**Creation operators on polynomials.** Choose units in which the oscillator ground state is proportional to \(e^{-x^2/4}\). The creation operator is then \(x/2-d/dx\), and

\[
\left(\frac x2-\frac{d}{dx}\right)p\,e^{-x^2/4}=(xp-p')\,e^{-x^2/4}.
\]

The Gaussian can therefore be divided out. For two modes with coordinates \(x_0,x_1\), the creation operators act on polynomials as \(a_i^\dagger=x_i-\partial_i\), with \(\partial_i=\partial/\partial x_i\), and the vacuum is the polynomial \(1\). The two operators commute, because

\[
a_0^\dagger a_1^\dagger p=x_0x_1p-x_0\partial_1p-x_1\partial_0p+\partial_0\partial_1p
\]

is symmetric in the two modes.

**Quanta in one mode.** The Hermite polynomials satisfy \(\mathrm{He}_0=1\) and \(\mathrm{He}_{n+1}(x)=x\,\mathrm{He}_n(x)-\mathrm{He}_n'(x)\). If \(\partial_i q=0\), then

\[
a_i^\dagger\big(\mathrm{He}_k(x_i)\,q\big)=\big(x_i\mathrm{He}_k(x_i)-\mathrm{He}_k'(x_i)\big)q=\mathrm{He}_{k+1}(x_i)\,q,
\]

so by induction \((a_i^\dagger)^kq=\mathrm{He}_k(x_i)\,q\).

**Quanta in the rotated mode.** Let \(b^\dagger=c\,a_0^\dagger+s\,a_1^\dagger\) and \(u=cx_0+sx_1\). For a polynomial \(f\), the chain rule gives \(\partial_0f(u)=c f'(u)\) and \(\partial_1f(u)=s f'(u)\), hence

\[
b^\dagger f(u)=u f(u)-(c^2+s^2)f'(u)=u f(u)-f'(u).
\]

This is the Hermite recursion again, so \((b^\dagger)^n1=\mathrm{He}_n(u)\).

**The same state by the binomial theorem.** Since \(a_0^\dagger\) and \(a_1^\dagger\) commute,

\[
(b^\dagger)^n1=\sum_{k=0}^n\binom nk c^ks^{n-k}(a_0^\dagger)^k(a_1^\dagger)^{n-k}1
=\sum_{k=0}^n\binom nk c^ks^{n-k}\mathrm{He}_k(x_0)\mathrm{He}_{n-k}(x_1).
\]

Equating the two results and setting \(x_0=x\), \(x_1=y\) gives the rotation formula.

**The converse.** Take \(n=2\) and \(x=y=0\). Since \(\mathrm{He}_1(0)=0\) and \(\mathrm{He}_2(0)=-1\), the formula reads \(-1=-s^2-c^2\).

**Normalised wavefunctions.** Let

\[
\psi_n(x)=(2\pi)^{-1/4}(n!)^{-1/2}\,\mathrm{He}_n(x)\,e^{-x^2/4}.
\]

The coordinate of the orthogonal mode is \(cy-sx\), and \((cx+sy)^2+(cy-sx)^2=x^2+y^2\), so the two-mode Gaussian is unchanged by the rotation. From \(n!=\binom nk k!(n-k)!\) it follows that

\[
\frac{1}{\sqrt{n!}}\binom nk=\sqrt{\binom nk}\,\frac{1}{\sqrt{k!}\sqrt{(n-k)!}}.
\]

Multiplying the rotation formula by the Gaussian and the constants therefore gives

\[
\psi_n(cx+sy)\,\psi_0(cy-sx)=\sum_{k=0}^n\sqrt{\binom nk}\,c^ks^{n-k}\,\psi_k(x)\,\psi_{n-k}(y).
\]

The squared amplitudes are binomial weights, with sum \((c^2+s^2)^n=1\).

For real mixing coefficients, these are the number-state amplitudes behind a lossless beam splitter that receives exactly \(n\) quanta in one input and vacuum in the other. The same expansion applies when the coordinates of two uncoupled oscillators of equal mass and equal frequency are rotated into each other.

## The Lean file

```lean
import Mathlib

open MvPolynomial (pderiv X C)
open scoped Polynomial

namespace HermiteBeamSplitter

noncomputable section

/-- The probabilists' Hermite polynomial He_n with real coefficients. -/
def He (n : ℕ) : ℝ[X] := (Polynomial.hermite n).map (Int.castRingHom ℝ)

/-- Polynomial parts of two-mode oscillator states, the Gaussian ground state being divided out. -/
abbrev TwoMode := MvPolynomial (Fin 2) ℝ

/-- The creation operator of mode `i` on polynomial parts: multiplication by the coordinate
minus the derivative along it. -/
def create (i : Fin 2) : Module.End ℝ TwoMode :=
  LinearMap.mulLeft ℝ (X i : TwoMode) - (pderiv i : Derivation ℝ TwoMode TwoMode).toLinearMap

/-- The normalised oscillator wavefunction of level `n`, in the units where the ground state is
proportional to exp(-x²/4). -/
def level (n : ℕ) (x : ℝ) : ℝ :=
  (√(√(2 * Real.pi)))⁻¹ * (√(n.factorial : ℝ))⁻¹ * (He n).eval x * Real.exp (-x ^ 2 / 4)

lemma He_zero : He 0 = 1 := by simp [He]

lemma He_succ (n : ℕ) : He (n + 1) = Polynomial.X * He n - Polynomial.derivative (He n) := by
  simp [He, Polynomial.hermite_succ, Polynomial.derivative_map]

lemma create_apply (i : Fin 2) (p : TwoMode) : create i p = X i * p - pderiv i p := rfl

/-- The creation operators of the two modes commute. -/
theorem create_commute : Commute (create 0) (create 1) := by
  have hd : ∀ p : TwoMode, pderiv 0 (pderiv 1 p) = pderiv 1 (pderiv 0 p) := by
    intro p
    have h : ⁅(pderiv 0 : Derivation ℝ TwoMode TwoMode),
        (pderiv 1 : Derivation ℝ TwoMode TwoMode)⁆ = 0 := by
      apply MvPolynomial.derivation_ext
      intro i
      fin_cases i <;> simp [Derivation.commutator_apply, MvPolynomial.pderiv_X]
    have h' := congrArg (fun D : Derivation ℝ TwoMode TwoMode => D p) h
    simpa [Derivation.commutator_apply, sub_eq_zero] using h'
  have h01 : pderiv 0 (X 1 : TwoMode) = 0 := MvPolynomial.pderiv_X_of_ne (by decide)
  have h10 : pderiv 1 (X 0 : TwoMode) = 0 := MvPolynomial.pderiv_X_of_ne (by decide)
  apply LinearMap.ext
  intro p
  change create 0 (create 1 p) = create 1 (create 0 p)
  simp only [create_apply, map_sub, Derivation.leibniz, smul_eq_mul, hd, h01, h10]
  ring

/-- Creating `k` quanta in mode `i` on a state whose polynomial part does not depend on that
coordinate multiplies it by He_k of the coordinate. -/
theorem create_pow_apply (i : Fin 2) (q : TwoMode) (hq : pderiv i q = 0) (k : ℕ) :
    (create i ^ k) q = Polynomial.aeval (X i : TwoMode) (He k) * q := by
  induction k with
  | zero => simp [He_zero]
  | succ k ih =>
    rw [pow_succ', Module.End.mul_apply, ih, create_apply, He_succ]
    simp only [Derivation.leibniz, Derivation.map_aeval, hq, MvPolynomial.pderiv_X_self,
      smul_eq_mul, map_sub, map_mul, Polynomial.aeval_X]
    ring

/-- Creating `n` quanta from the vacuum in the normalised superposition of the two modes gives
He_n of the rotated coordinate. -/
theorem rotated_create_pow (c s : ℝ) (h : c ^ 2 + s ^ 2 = 1) (n : ℕ) :
    ((c • create 0 + s • create 1) ^ n) 1 =
      Polynomial.aeval (C c * X 0 + C s * X 1 : TwoMode) (He n) := by
  have hC : (C c : TwoMode) ^ 2 + C s ^ 2 = 1 := by
    rw [← map_pow, ← map_pow, ← map_add, h, map_one]
  have h0 : pderiv 0 (C c * X 0 + C s * X 1 : TwoMode) = C c := by
    simp [MvPolynomial.pderiv_X]
  have h1 : pderiv 1 (C c * X 0 + C s * X 1 : TwoMode) = C s := by
    simp [MvPolynomial.pderiv_X]
  induction n with
  | zero => simp [He_zero]
  | succ n ih =>
    rw [pow_succ', Module.End.mul_apply, ih, He_succ]
    -- the chain rule produces the factor c² + s² in front of the derivative
    simp only [LinearMap.add_apply, LinearMap.smul_apply, create_apply, Derivation.map_aeval,
      h0, h1, smul_eq_mul, MvPolynomial.smul_eq_C_mul, map_sub, map_mul, Polynomial.aeval_X]
    linear_combination (-(Polynomial.aeval (C c * X 0 + C s * X 1 : TwoMode)
      (Polynomial.derivative (He n)))) * hC

/-- Creating `n` quanta from the vacuum in a superposition of two modes gives a binomial sum of
products of Hermite polynomials in the separate coordinates. -/
theorem create_pow_expansion (c s : ℝ) (n : ℕ) :
    ((c • create 0 + s • create 1) ^ n) 1 = ∑ k ∈ Finset.range (n + 1),
      ((n.choose k : ℝ) * (c ^ k * s ^ (n - k))) •
        (Polynomial.aeval (X 0 : TwoMode) (He k) *
          Polynomial.aeval (X 1 : TwoMode) (He (n - k))) := by
  have hcomm : Commute (c • create 0) (s • create 1) :=
    (create_commute.smul_left c).smul_right s
  have h01 : pderiv 0 (X 1 : TwoMode) = 0 := MvPolynomial.pderiv_X_of_ne (by decide)
  rw [hcomm.add_pow, LinearMap.sum_apply]
  refine Finset.sum_congr rfl fun k _ => ?_
  have hop : (c • create 0) ^ k * (s • create 1) ^ (n - k) * (n.choose k : Module.End ℝ TwoMode)
      = ((n.choose k : ℝ) * (c ^ k * s ^ (n - k))) • (create 0 ^ k * create 1 ^ (n - k)) := by
    rw [smul_pow, smul_pow, smul_mul_smul_comm, ← nsmul_eq_mul', ← Nat.cast_smul_eq_nsmul ℝ,
      smul_smul]
  rw [hop, LinearMap.smul_apply, Module.End.mul_apply,
    create_pow_apply 1 1 (by simp), mul_one, create_pow_apply 0 _ (by
      rw [Derivation.map_aeval, h01, smul_zero])]

lemma eval_aeval (v : Fin 2 → ℝ) (p : TwoMode) (P : ℝ[X]) :
    MvPolynomial.eval v (Polynomial.aeval p P) = P.eval (MvPolynomial.eval v p) := by
  have h : (MvPolynomial.eval v).comp (algebraMap ℝ TwoMode) = RingHom.id ℝ :=
    RingHom.ext fun r => by simp [MvPolynomial.algebraMap_eq]
  rw [Polynomial.aeval_def, Polynomial.hom_eval₂, h]
  rfl

/-- Rotation formula: He_n of a rotated coordinate is the binomial sum of products of Hermite
polynomials in the original coordinates. -/
theorem hermite_rotation (c s : ℝ) (h : c ^ 2 + s ^ 2 = 1) (n : ℕ) (x y : ℝ) :
    (He n).eval (c * x + s * y) = ∑ k ∈ Finset.range (n + 1),
      (n.choose k : ℝ) * c ^ k * s ^ (n - k) * (He k).eval x * (He (n - k)).eval y := by
  -- two expressions for the same n-quantum state, evaluated at the point (x, y)
  have key := congrArg (MvPolynomial.eval ![x, y])
    ((rotated_create_pow c s h n).symm.trans (create_pow_expansion c s n))
  rw [eval_aeval, map_sum] at key
  simp only [MvPolynomial.smul_eq_C_mul, map_add, map_mul, eval_aeval, MvPolynomial.eval_C,
    MvPolynomial.eval_X, Matrix.cons_val_zero, Matrix.cons_val_one] at key
  refine key.trans (Finset.sum_congr rfl fun k _ => ?_)
  ring

/-- The rotation formula holds for all levels and all coordinates exactly when
c² + s² = 1. -/
theorem hermite_rotation_iff (c s : ℝ) :
    (∀ (n : ℕ) (x y : ℝ), (He n).eval (c * x + s * y) = ∑ k ∈ Finset.range (n + 1),
      (n.choose k : ℝ) * c ^ k * s ^ (n - k) * (He k).eval x * (He (n - k)).eval y) ↔
    c ^ 2 + s ^ 2 = 1 := by
  refine ⟨fun H => ?_, fun h n x y => hermite_rotation c s h n x y⟩
  -- the second level at the origin already fixes the norm
  have h1 : He 1 = Polynomial.X := by simp [He_succ 0, He_zero]
  have h2 : He 2 = Polynomial.X * Polynomial.X - 1 := by simp [He_succ 1, h1]
  have h := H 2 0 0
  simp [Finset.sum_range_succ, He_zero, h1, h2] at h
  linarith

/-- Beam splitter: `n` quanta in the rotated mode and none in the orthogonal mode form a
superposition of states with `k` and `n - k` quanta in the original modes. -/
theorem beam_splitter (c s : ℝ) (h : c ^ 2 + s ^ 2 = 1) (n : ℕ) (x y : ℝ) :
    level n (c * x + s * y) * level 0 (c * y - s * x) = ∑ k ∈ Finset.range (n + 1),
      √(n.choose k : ℝ) * c ^ k * s ^ (n - k) * (level k x * level (n - k) y) := by
  -- the two-mode Gaussian is invariant under rotation
  have hexp : Real.exp (-(c * x + s * y) ^ 2 / 4) * Real.exp (-(c * y - s * x) ^ 2 / 4)
      = Real.exp (-x ^ 2 / 4) * Real.exp (-y ^ 2 / 4) := by
    rw [← Real.exp_add, ← Real.exp_add]
    congr 1
    linear_combination (-(x ^ 2 + y ^ 2) / 4) * h
  have hL : level n (c * x + s * y) * level 0 (c * y - s * x) =
      (√(√(2 * Real.pi)))⁻¹ ^ 2 * (√(n.factorial : ℝ))⁻¹ *
        (Real.exp (-x ^ 2 / 4) * Real.exp (-y ^ 2 / 4)) * (He n).eval (c * x + s * y) := by
    rw [← hexp]
    simp only [level, He_zero, Polynomial.eval_one, Nat.factorial_zero, Nat.cast_one,
      Real.sqrt_one, inv_one]
    ring
  rw [hL, hermite_rotation c s h, Finset.mul_sum]
  refine Finset.sum_congr rfl fun k hk => ?_
  have hkn : k ≤ n := Nat.lt_succ_iff.mp (Finset.mem_range.mp hk)
  -- the normalisations turn the binomial coefficient into its square root
  have hcoef : (√(n.factorial : ℝ))⁻¹ * (n.choose k : ℝ) =
      √(n.choose k : ℝ) * (√(k.factorial : ℝ))⁻¹ * (√((n - k).factorial : ℝ))⁻¹ := by
    have hC : (0 : ℝ) < n.choose k := by exact_mod_cast Nat.choose_pos hkn
    have ha := Real.mul_self_sqrt hC.le
    have ha0 := (Real.sqrt_pos.mpr hC).ne'
    have hf : (n.factorial : ℝ) = n.choose k * k.factorial * (n - k).factorial := by
      exact_mod_cast (Nat.choose_mul_factorial_mul_factorial hkn).symm
    rw [hf, Real.sqrt_mul (by positivity), Real.sqrt_mul hC.le, mul_inv, mul_inv]
    have hi := inv_mul_cancel₀ ha0
    linear_combination (-(√(n.choose k : ℝ))⁻¹ * (√(k.factorial : ℝ))⁻¹ *
      (√((n - k).factorial : ℝ))⁻¹) * ha + (√(n.choose k : ℝ) * (√(k.factorial : ℝ))⁻¹ *
      (√((n - k).factorial : ℝ))⁻¹) * hi
  simp only [level]
  linear_combination ((√(√(2 * Real.pi)))⁻¹ ^ 2 * c ^ k * s ^ (n - k) * (He k).eval x *
    (He (n - k)).eval y * Real.exp (-x ^ 2 / 4) * Real.exp (-y ^ 2 / 4)) * hcoef

/-- The squared beam-splitter amplitudes sum to one. -/
theorem beam_splitter_probabilities (c s : ℝ) (h : c ^ 2 + s ^ 2 = 1) (n : ℕ) :
    ∑ k ∈ Finset.range (n + 1), (√(n.choose k : ℝ) * c ^ k * s ^ (n - k)) ^ 2 = 1 := by
  have hn : (c ^ 2 + s ^ 2) ^ n = 1 := by rw [h, one_pow]
  rw [← hn, add_pow]
  refine Finset.sum_congr rfl fun k _ => ?_
  rw [mul_pow, mul_pow, Real.sq_sqrt (Nat.cast_nonneg _)]
  ring

end

end HermiteBeamSplitter
```

```lean
#print axioms HermiteBeamSplitter.hermite_rotation
-- 'HermiteBeamSplitter.hermite_rotation' depends on axioms: [propext, Classical.choice, Quot.sound]
#print axioms HermiteBeamSplitter.hermite_rotation_iff
-- 'HermiteBeamSplitter.hermite_rotation_iff' depends on axioms: [propext, Classical.choice, Quot.sound]
#print axioms HermiteBeamSplitter.beam_splitter
-- 'HermiteBeamSplitter.beam_splitter' depends on axioms: [propext, Classical.choice, Quot.sound]
#print axioms HermiteBeamSplitter.beam_splitter_probabilities
-- 'HermiteBeamSplitter.beam_splitter_probabilities' depends on axioms: [propext, Classical.choice, Quot.sound]
```

## How the Lean statements describe the two modes

`He n` is Mathlib's probabilists' Hermite polynomial, which has integer coefficients, carried over to real ones. `(He n).eval x` is its value at \(x\). A `TwoMode` is a real polynomial in two variables, `X 0` and `X 1`, and stands for a state with its Gaussian removed. The linear map `create i` is \(a_i^\dagger\), and `level n` is \(\psi_n\). Sums over `Finset.range (n + 1)` run over \(k=0,\dots,n\), where \(k\) counts the quanta in mode 0.

- `hermite_rotation` states the rotation formula for real `c`, `s` with `c ^ 2 + s ^ 2 = 1`, every natural number `n` and all real `x`, `y`. The hypothesis says that the rotated mode is a normalised combination of the original ones.
- `hermite_rotation_iff` states that the whole family of identities is equivalent to that condition.
- `beam_splitter` is the wavefunction identity, an equality of real numbers at each point \((x,y)\).
- `beam_splitter_probabilities` states that the squares of its coefficients sum to one.

The beam splitter enters as a rotation of coordinates, not as a unitary operator on a Hilbert space or as a time evolution. Complex phases, loss and quanta in the second input are absent from the model. Reading the squared coefficients as probabilities also uses the orthonormality of the oscillator levels, which is taken here from the standard theory of the oscillator and not derived in the file.

## How the proof follows the derivation

`He_succ` is the Hermite recursion. In `create_commute`, the one point that needs an argument is that the partial derivatives commute. Their commutator is itself a derivation, and a derivation that vanishes on both variables is zero; `MvPolynomial.derivation_ext` expresses this. After that, the product rule and `ring` compare the two orders of creation.

`create_pow_apply` is the induction for a single mode, with the hypothesis `hq` saying that `q` does not depend on the coordinate concerned. `rotated_create_pow` is the induction for the rotated mode. There `h0` and `h1` are the derivatives \(c\) and \(s\) of the rotated coordinate, and `Derivation.map_aeval` is the chain rule. The closing `linear_combination` uses `hC`, the normalisation condition written for constant polynomials, to replace \(c^2+s^2\) by 1.

`create_pow_expansion` makes no use of the normalisation. It applies the binomial theorem for commuting operators, `hcomm.add_pow`, and the auxiliary equation `hop` collects the scalar factors of each term. The operators of mode 1 then act on the vacuum, and those of mode 0 act on the result, which depends on `X 1` alone; both actions are instances of `create_pow_apply`.

In `hermite_rotation`, the two expressions for the state are joined into one polynomial identity and evaluated at `![x, y]`. The lemma `eval_aeval` says that substituting a polynomial into \(\mathrm{He}_n\) and then evaluating is the same as evaluating first. For the converse, `hermite_rotation_iff` specialises the assumed family with `H 2 0 0` and finishes by linear arithmetic.

The proof of `beam_splitter` applies `hermite_rotation` and compares the two sums term by term, with the help of three auxiliary equations: `hexp` is the invariance of the Gaussian, `hL` gathers the constants on the left-hand side, and `hcoef` is the factorial identity that turns the binomial coefficient into its square root. Finally, `beam_splitter_probabilities` expands \((c^2+s^2)^n\) with `add_pow` and matches it term by term with the squared amplitudes.
